# In a two-level model with fixed orbitals and level energies, the occupation derivative of the RPA correlation energy is the on-shell G0W0 correlation self-energy

An electron level with occupation n lies an energy D below an empty level, and the two orbitals have opposite parity. In the random-phase approximation (RPA), density fluctuations between the two levels lower the energy, and this correlation energy is an integral over imaginary frequency. If a little charge is removed from the lower level, does this correlation energy change at the rate given by the correlation part of the G0W0 self-energy of that level?

## Closed form and derivative

Let K be the exchange integral between the two levels, that is, the Coulomb self-interaction of their transition density. Because of the opposite parity, this transition density does not interact with the density of the lower level. With one spin channel, the product of interaction and independent-particle response at imaginary frequency w, counted as positive (−vχ₀ in the usual notation), is

x(w) = 2nKD/(w² + D²).

The correlation energy and the RPA excitation energy Ω are

Ec(n) = (1/2π) ∫₀^∞ [ln(1 + x) − x] dw,  Ω = √(D² + 2nKD).

For D > 0, K > 0 and n ≥ 0 the integral converges, and

Ec(n) = (Ω − D − nK)/2.

For n > 0, with D and K held fixed,

dEc/dn = Σ(−D),  Σ(E) = A/(E − Ω),  A = K²nD/Ω.

Here Σ is the correlation self-energy of the lower level and E is measured from the empty level, so the on-shell energy is −D. Moreover

nΣ(−D) = (1 + D/Ω) Ec,  and for n > 0:  nΣ(−D) < Ec < 0.

Occupation times self-energy therefore overestimates the magnitude of the correlation energy.

## Frequency quadrature and fractional occupations

Many RPA total-energy codes evaluate this type of integral on a frequency grid, and for two levels with frozen orbitals the closed form gives a reference value for the quadrature. In the same frozen model, with D and K fixed and orbitals of opposite parity, a finite difference of Ec in n should approach the correlation part of the on-shell self-energy from a G0W0 routine. A discrepancy that persists as grid and step are refined signals an inconsistency between the two calculations, for example in occupation factors, spin factors or signs.

Take D = 1, K = 3 and n = 1/2 in any common energy unit. Then Ω = √(1 + 3) = 2 and

Ec = (2 − 1 − 1.5)/2 = −0.25,
A = 9 · 0.5 · 1/2 = 2.25,
Σ(−1) = 2.25/(−3) = −0.75.

The closed form gives Ec(0.6) ≈ −0.32762 and Ec(0.4) ≈ −0.17805, so the central difference is about −0.748. Also nΣ = −0.375 = (1 + 1/2)(−0.25).

## From the frequency integral to the self-energy

Since Ω² = D² + 2nKD,

1 + x = (w² + Ω²)/(w² + D²).

A primitive of the integrand is

F(w) = w ln[(w² + Ω²)/(w² + D²)] + 2Ω arctan(w/Ω) − 2(D + nK) arctan(w/D).

Its derivative is

F′(w) = ln(1 + x) + 2w²/(w² + Ω²) − 2w²/(w² + D²) + 2Ω²/(w² + Ω²) − 2D(D + nK)/(w² + D²).

The terms over w² + Ω² add up to 2. Those over w² + D² add up to −2 − 2nKD/(w² + D²). Hence F′ = ln(1 + x) − x.

At w = 0, F vanishes. At large w, the bound ln y ≤ y − 1 gives

0 ≤ w ln[(w² + Ω²)/(w² + D²)] ≤ (Ω² − D²)/w → 0,

and both arctangents tend to π/2. So F tends to π(Ω − D − nK). The integrand is never positive, because ln(1 + x) ≤ x; F is therefore monotone, and its finite limit gives both convergence and the value of the integral. Division by 2π yields Ec.

Differentiating Ω² gives dΩ/dn = KD/Ω, so

dEc/dn = (KD/Ω − K)/2.

For the self-energy, use nKD = (Ω − D)(Ω + D)/2:

Σ(−D) = −K²nD/[Ω(Ω + D)] = −K(Ω − D)/(2Ω) = (KD/Ω − K)/2.

The two agree. The amplitude A comes from the screened interaction:

K/(1 + x) − K = K(D² − Ω²)/(w² + Ω²) = −2ΩA/(w² + Ω²).

For the relation between Σ and Ec, expand

(1 + D/Ω)Ec = [Ω² − D² − nK(Ω + D)]/(2Ω) = nK(D − Ω)/(2Ω) = nΣ(−D).

Finally, (D + nK)² − Ω² = n²K², which is positive for n > 0. Thus Ω < D + nK and Ec < 0, and multiplying Ec by 1 + D/Ω > 1 makes it more negative.

## Lean source

```lean
import Mathlib

open MeasureTheory Filter Set
open scoped Real Topology

namespace TwoLevelRPA

noncomputable section

/-- The product of interaction and response at imaginary frequency `w`, for level spacing `D`,
exchange integral `K` and lower occupation `n`; the domain is `w ^ 2 + D ^ 2 ≠ 0`. -/
def response (D K n w : ℝ) : ℝ := 2 * n * K * D / (w ^ 2 + D ^ 2)

/-- The RPA excitation energy of the two-level model; the domain is `0 ≤ D ^ 2 + 2 * n * K * D`. -/
def plasmon (D K n : ℝ) : ℝ := √(D ^ 2 + 2 * n * K * D)

/-- The RPA correlation energy as an integral over positive imaginary frequencies; this reading
needs `1 + response D K n w > 0` for all `w > 0` and an integrable integrand. -/
def correlationEnergy (D K n : ℝ) : ℝ :=
  1 / (2 * π) * ∫ w in Ioi (0 : ℝ), (Real.log (1 + response D K n w) - response D K n w)

/-- The pole amplitude of the screened interaction; the domain is `plasmon D K n ≠ 0`. -/
def amplitude (D K n : ℝ) : ℝ := K ^ 2 * n * D / plasmon D K n

/-- The G0W0 correlation self-energy of the lower level at energy `E`, measured from the empty
upper level; the domain is `plasmon D K n ≠ 0` and `E ≠ plasmon D K n`. -/
def selfEnergy (D K n E : ℝ) : ℝ := amplitude D K n / (E - plasmon D K n)

/-- An auxiliary function of `w`, for `a ≠ 0` and `b ≠ 0`. When `D, K > 0` and `n ≥ 0`, the choice
`a = plasmon D K n`, `b = D`, `c = n * K` makes it a primitive of the RPA frequency integrand. -/
def primitive (a b c w : ℝ) : ℝ :=
  w * (Real.log (w ^ 2 + a ^ 2) - Real.log (w ^ 2 + b ^ 2))
    + 2 * a * Real.arctan (w / a) - 2 * (b + c) * Real.arctan (w / b)

variable {D K n : ℝ}

/-- For `D, K > 0` and `n ≥ 0` the excitation energy is positive and its square is
`D ^ 2 + 2 n K D`. -/
theorem plasmon_spec (hD : 0 < D) (hK : 0 < K) (hn : 0 ≤ n) :
    0 < plasmon D K n ∧ plasmon D K n ^ 2 = D ^ 2 + 2 * n * K * D :=
  ⟨Real.sqrt_pos.2 (by positivity), Real.sq_sqrt (by positivity)⟩

/-- For `D, K > 0` and `n ≥ 0` the dielectric function on the imaginary axis is the ratio of
`w ^ 2 + Ω ^ 2` to `w ^ 2 + D ^ 2`, with `Ω` the RPA excitation energy. -/
theorem dielectric_eq (hD : 0 < D) (hK : 0 < K) (hn : 0 ≤ n) (w : ℝ) :
    1 + response D K n w = (w ^ 2 + plasmon D K n ^ 2) / (w ^ 2 + D ^ 2) := by
  have hsq := (plasmon_spec hD hK hn).2
  have hB : w ^ 2 + D ^ 2 ≠ 0 := by positivity
  have hi := mul_inv_cancel₀ hB
  rw [eq_div_iff hB]
  unfold response
  linear_combination (2 * n * K * D) * hi - hsq

/-- For `D, K > 0` and `n ≥ 0` the correlation part of the screened interaction on the imaginary
axis has the form of a single pole pair at the RPA excitation energy, with amplitude
`amplitude D K n`, which is zero at `n = 0`. -/
theorem screened_interaction (hD : 0 < D) (hK : 0 < K) (hn : 0 ≤ n) (w : ℝ) :
    K / (1 + response D K n w) - K
      = -(2 * plasmon D K n * amplitude D K n) / (w ^ 2 + plasmon D K n ^ 2) := by
  obtain ⟨hp, hsq⟩ := plasmon_spec hD hK hn
  have hA : w ^ 2 + plasmon D K n ^ 2 ≠ 0 := by positivity
  have hi := mul_inv_cancel₀ hA
  have hamp : 2 * plasmon D K n * amplitude D K n = 2 * K ^ 2 * n * D := by
    unfold amplitude
    linear_combination (2 * K ^ 2 * n * D) * mul_inv_cancel₀ hp.ne'
  rw [hamp, dielectric_eq hD hK hn, div_div_eq_mul_div]
  linear_combination (-K * (w ^ 2 + plasmon D K n ^ 2)⁻¹) * hsq + K * hi

/-- For positive `a` and `b`, the derivative of the primitive is a difference of logarithms minus
a Lorentzian. -/
theorem hasDerivAt_primitive {a b : ℝ} (ha : 0 < a) (hb : 0 < b) (c w : ℝ) :
    HasDerivAt (primitive a b c)
      (Real.log (w ^ 2 + a ^ 2) - Real.log (w ^ 2 + b ^ 2) - 2 * c * b / (w ^ 2 + b ^ 2)) w := by
  have hl : ∀ s : ℝ, 0 < s →
      HasDerivAt (fun w : ℝ => Real.log (w ^ 2 + s ^ 2)) (2 * w / (w ^ 2 + s ^ 2)) w := by
    intro s hs
    have h1 : HasDerivAt (fun w : ℝ => w ^ 2 + s ^ 2) (2 * w) w := by
      simpa using (hasDerivAt_pow 2 w).add_const (s ^ 2)
    exact h1.log (by positivity)
  have ht : ∀ s : ℝ, 0 < s →
      HasDerivAt (fun w : ℝ => Real.arctan (w / s)) (s / (w ^ 2 + s ^ 2)) w := by
    intro s hs
    refine ((hasDerivAt_id' w).div_const s).arctan.congr_deriv ?_
    have hq : w / s * s = w := by field_simp
    rw [div_mul_div_comm, div_eq_div_iff (by positivity) (by positivity)]
    generalize w / s = q at hq ⊢
    linear_combination (-(w + q * s)) * hq
  have h := (((hasDerivAt_id' w).fun_mul ((hl a ha).fun_sub (hl b hb))).fun_add
    ((ht a ha).const_mul (2 * a))).fun_sub ((ht b hb).const_mul (2 * (b + c)))
  refine HasDerivAt.congr_deriv h ?_
  have eA := mul_inv_cancel₀ (show w ^ 2 + a ^ 2 ≠ 0 by positivity)
  have eB := mul_inv_cancel₀ (show w ^ 2 + b ^ 2 ≠ 0 by positivity)
  linear_combination 2 * eA - 2 * eB

/-- For `0 < b ≤ a` the logarithmic part of the primitive vanishes at high frequency. -/
theorem tendsto_log_tail {a b : ℝ} (hb : 0 < b) (hab : b ≤ a) :
    Tendsto (fun w : ℝ => w * (Real.log (w ^ 2 + a ^ 2) - Real.log (w ^ 2 + b ^ 2)))
      atTop (𝓝 0) := by
  have ha : 0 < a := hb.trans_le hab
  have hsq : b ^ 2 ≤ a ^ 2 := by gcongr
  refine squeeze_zero' (g := fun w : ℝ => (a ^ 2 - b ^ 2) / w) ?_ ?_
    (tendsto_const_nhds.div_atTop tendsto_id)
  · filter_upwards [eventually_gt_atTop (0 : ℝ)] with w hw
    have h := Real.log_le_log (show 0 < w ^ 2 + b ^ 2 by positivity)
      (show w ^ 2 + b ^ 2 ≤ w ^ 2 + a ^ 2 by linarith)
    exact mul_nonneg hw.le (sub_nonneg.2 h)
  · filter_upwards [eventually_gt_atTop (0 : ℝ)] with w hw
    have hA : 0 < w ^ 2 + a ^ 2 := by positivity
    have hB : 0 < w ^ 2 + b ^ 2 := by positivity
    -- the logarithm is bounded by its argument minus one
    have h1 := Real.log_le_sub_one_of_pos (div_pos hA hB)
    rw [Real.log_div hA.ne' hB.ne'] at h1
    have h2 : (w ^ 2 + a ^ 2) / (w ^ 2 + b ^ 2) - 1 = (a ^ 2 - b ^ 2) / (w ^ 2 + b ^ 2) := by
      linear_combination mul_inv_cancel₀ hB.ne'
    have h3 : (a ^ 2 - b ^ 2) / (w ^ 2 + b ^ 2) ≤ (a ^ 2 - b ^ 2) / w ^ 2 :=
      div_le_div_of_nonneg_left (by linarith) (by positivity) (by nlinarith [sq_nonneg b])
    calc w * (Real.log (w ^ 2 + a ^ 2) - Real.log (w ^ 2 + b ^ 2))
        ≤ w * ((a ^ 2 - b ^ 2) / w ^ 2) := mul_le_mul_of_nonneg_left (by linarith) hw.le
      _ = (a ^ 2 - b ^ 2) / w := by field_simp

/-- For `D, K > 0` and `n ≥ 0` the RPA frequency integral converges, and the correlation energy
is half of the excitation energy minus `D + n K`. -/
theorem correlationEnergy_eq (hD : 0 < D) (hK : 0 < K) (hn : 0 ≤ n) :
    IntegrableOn (fun w => Real.log (1 + response D K n w) - response D K n w) (Ioi 0) ∧
      correlationEnergy D K n = (plasmon D K n - D - n * K) / 2 := by
  obtain ⟨hp, hsq⟩ := plasmon_spec hD hK hn
  have hle : D ≤ plasmon D K n := Real.le_sqrt_of_sq_le (by
    have : 0 ≤ 2 * n * K * D := by positivity
    linarith)
  have hderiv : ∀ w ∈ Ici (0 : ℝ), HasDerivAt (primitive (plasmon D K n) D (n * K))
      (Real.log (1 + response D K n w) - response D K n w) w := by
    intro w _
    refine (hasDerivAt_primitive hp hD (n * K) w).congr_deriv ?_
    rw [dielectric_eq hD hK hn, Real.log_div (by positivity) (by positivity)]
    unfold response
    ring
  have hneg : ∀ w ∈ Ioi (0 : ℝ),
      Real.log (1 + response D K n w) - response D K n w ≤ 0 := by
    intro w _
    have hx : 0 ≤ response D K n w := by unfold response; positivity
    have := Real.log_le_sub_one_of_pos (show 0 < 1 + response D K n w by linarith)
    linarith
  have ht : ∀ s : ℝ, 0 < s → Tendsto (fun w : ℝ => Real.arctan (w / s)) atTop (𝓝 (π / 2)) :=
    fun s hs => (Real.tendsto_arctan_atTop.mono_right nhdsWithin_le_nhds).comp
      (tendsto_id.atTop_div_const hs)
  have hlim : Tendsto (primitive (plasmon D K n) D (n * K)) atTop
      (𝓝 (π * (plasmon D K n - D - n * K))) := by
    have e : π * (plasmon D K n - D - n * K)
        = 0 + 2 * plasmon D K n * (π / 2) - 2 * (D + n * K) * (π / 2) := by ring
    rw [e]
    exact ((tendsto_log_tail hD hle).add ((ht _ hp).const_mul _)).sub ((ht D hD).const_mul _)
  refine ⟨integrableOn_Ioi_deriv_of_nonpos' hderiv hneg hlim, ?_⟩
  have hV := integral_Ioi_of_hasDerivAt_of_nonpos' hderiv hneg hlim
  have h0 : primitive (plasmon D K n) D (n * K) 0 = 0 := by simp [primitive]
  unfold correlationEnergy
  rw [hV, h0]
  linear_combination ((plasmon D K n - D - n * K) / 2) * mul_inv_cancel₀ Real.pi_ne_zero

/-- For `D, K > 0` and `n ≥ 0` the on-shell self-energy is `(K D / Ω - K) / 2`, with `Ω` the RPA
excitation energy. -/
theorem selfEnergy_onShell (hD : 0 < D) (hK : 0 < K) (hn : 0 ≤ n) :
    selfEnergy D K n (-D) = (K * D / plasmon D K n - K) / 2 := by
  obtain ⟨hp, hsq⟩ := plasmon_spec hD hK hn
  have hi := mul_inv_cancel₀ hp.ne'
  have hne : -D - plasmon D K n ≠ 0 := by linarith
  unfold selfEnergy amplitude
  rw [div_eq_iff hne]
  linear_combination (-(K * (plasmon D K n)⁻¹ / 2)) * hsq + (K / 2 * (D + plasmon D K n)) * hi

/-- For `D, K > 0` and `n > 0` the derivative of the RPA correlation energy with respect to the
occupation of the lower level is the on-shell G0W0 correlation self-energy of that level. -/
theorem hasDerivAt_correlationEnergy (hD : 0 < D) (hK : 0 < K) (hn : 0 < n) :
    HasDerivAt (correlationEnergy D K) (selfEnergy D K n (-D)) n := by
  have hin : HasDerivAt (fun m : ℝ => D ^ 2 + 2 * m * K * D) (2 * K * D) n :=
    (((((hasDerivAt_id' n).const_mul 2).mul_const K).mul_const D).const_add
      (D ^ 2)).congr_deriv (by ring)
  have hs : HasDerivAt (plasmon D K) (2 * K * D / (2 * plasmon D K n)) n :=
    hin.sqrt (by positivity)
  have h := ((hs.sub_const D).fun_sub ((hasDerivAt_id' n).mul_const K)).div_const 2
  -- the closed form holds in a neighbourhood of the occupation
  have hev : correlationEnergy D K =ᶠ[𝓝 n] fun m => (plasmon D K m - D - m * K) / 2 := by
    filter_upwards [Ioi_mem_nhds hn] with m hm
    exact (correlationEnergy_eq hD hK (le_of_lt hm)).2
  refine (HasDerivAt.congr_of_eventuallyEq h hev).congr_deriv ?_
  rw [selfEnergy_onShell hD hK hn.le]
  ring

/-- For `D, K > 0` and `n ≥ 0` the occupation times the on-shell self-energy is the correlation
energy times `1 + D / Ω`, with `Ω` the RPA excitation energy. -/
theorem occupation_mul_selfEnergy (hD : 0 < D) (hK : 0 < K) (hn : 0 ≤ n) :
    n * selfEnergy D K n (-D) = (1 + D / plasmon D K n) * correlationEnergy D K n := by
  obtain ⟨hp, hsq⟩ := plasmon_spec hD hK hn
  have hi := mul_inv_cancel₀ hp.ne'
  rw [selfEnergy_onShell hD hK hn, (correlationEnergy_eq hD hK hn).2]
  linear_combination (-((plasmon D K n)⁻¹ / 2)) * hsq + ((plasmon D K n - D) / 2) * hi

/-- For `D, K, n > 0` the correlation energy is negative, and the occupation times the on-shell
self-energy lies strictly below it. -/
theorem selfEnergy_overestimates (hD : 0 < D) (hK : 0 < K) (hn : 0 < n) :
    n * selfEnergy D K n (-D) < correlationEnergy D K n ∧ correlationEnergy D K n < 0 := by
  obtain ⟨hp, hsq⟩ := plasmon_spec hD hK hn.le
  have hnK : 0 < n * K := mul_pos hn hK
  have hlt : plasmon D K n < D + n * K := by nlinarith
  have hE : correlationEnergy D K n < 0 := by
    rw [(correlationEnergy_eq hD hK hn.le).2]
    linarith
  have hprod := mul_neg_of_pos_of_neg (div_pos hD hp) hE
  refine ⟨?_, hE⟩
  rw [occupation_mul_selfEnergy hD hK hn.le, add_mul, one_mul]
  linarith

end

end TwoLevelRPA
```

```lean
#print axioms TwoLevelRPA.screened_interaction
#print axioms TwoLevelRPA.hasDerivAt_correlationEnergy
#print axioms TwoLevelRPA.selfEnergy_overestimates
```

```
'TwoLevelRPA.screened_interaction' depends on axioms: [propext, Classical.choice, Quot.sound]
'TwoLevelRPA.hasDerivAt_correlationEnergy' depends on axioms: [propext, Classical.choice, Quot.sound]
'TwoLevelRPA.selfEnergy_overestimates' depends on axioms: [propext, Classical.choice, Quot.sound]
```

## How the Lean statements map to the model

All quantities are real numbers. `response` is x, `correlationEnergy` is the frequency integral itself, and `selfEnergy` is the pole term Σ. The function `plasmon` is Ω; despite its name, it is a single particle-hole excitation shifted by the interaction, not a collective mode of an extended system.

`correlationEnergy_eq` states integrability together with the closed form. This matters because Lean assigns the value zero to a non-integrable integral. `hasDerivAt_correlationEnergy` says that the integral-defined energy, as a function of occupation, has derivative `selfEnergy D K n (-D)` at every n > 0. No theorem needs n ≤ 1, so the physical range 0 < n ≤ 1 is included; at n = 1 the two-sided derivative also uses the formula slightly above full occupation.

## How the lemmas carry the calculation

`plasmon_spec` supplies Ω > 0 and the formula for Ω². `dielectric_eq` and `screened_interaction` are the two rational identities above. In these and in the later identities for the self-energy, `linear_combination` combines the formula for Ω² with the cancellation of nonzero denominators.

`hasDerivAt_primitive` differentiates F, with `a`, `b`, `c` standing for Ω, D, nK. `tendsto_log_tail` squeezes the logarithmic term between zero and (Ω² − D²)/w. In `correlationEnergy_eq`, the derivative, the sign of the integrand and the limit of F enter two Mathlib theorems on half-line integrals, one for integrability and one for the value.

`selfEnergy_onShell` simplifies the pole term. The derivative theorem then replaces the integral by its closed form in a neighbourhood of n, which is possible because nearby occupations are still positive, and differentiates the square root. `occupation_mul_selfEnergy` proves the exact relation. `selfEnergy_overestimates` gets Ec < 0 from the closed form and then uses the exact relation for the other inequality.

## Sign of the level spacing, and limits of the model

The sign of D matters. Take D = −2, K = 3/4 and n = 1, so that the occupied level lies above the empty one. Then Ω = 1, and 1 + x = (w² + 1)/(w² + 4) is positive at every frequency. The integral gives

Ec = (1 − 2 + 3/4)/2 = −1/8,

whereas (Ω − D − nK)/2 would be 9/8. Requiring only D ≠ 0 is therefore not enough for the closed form.

The Lean code takes the response function and the RPA energy formula as definitions, and it does not carry out the frequency convolution of G0 with the screened interaction. `selfEnergy` is defined as the expected result of that convolution: an intermediate electron in the empty level, at energy zero, plus one excitation Ω. This single term also presumes that the lower level's own density does not couple to the transition density, as happens when the two orbitals have opposite parity.

The derivative is taken at fixed D and K. In a self-consistent calculation D and K can depend on n, and the total derivative then also contains terms from their change. The theorems also concern the RPA energy and not the exact one: at n = 1 the model holds a single electron, whose true correlation energy is zero, so the negative Ec is then entirely a self-correlation error of the RPA.
